# A finite-dimensional Hermitian Hamiltonian and its propagator share a basis of eigenvectors

For a Hermitian complex matrix A of finite size, read as a time-independent Hamiltonian with ħ = 1, and any real time t, the theorem concerns the propagator exp(−itA). It states that there is an invertible matrix P whose columns are eigenvectors of A with the energies Eᵢ as eigenvalues, and also eigenvectors of exp(−itA) with the phases exp(−itEᵢ) as eigenvalues. The columns form a basis, but the statement does not require them to be orthogonal or normalised. The attempt takes P from Mathlib's unitary matrix of eigenvectors, writes −itA as P times a diagonal matrix times P⁻¹, and exponentiates the diagonal entries.

As first written in Lean, the proof fails:

```lean
import Mathlib

open Matrix Polynomial

namespace ExistsCommonEigenvectors

noncomputable section

variable {n : Type*} [Fintype n] [DecidableEq n]

/-- The propagator `exp(-itA)` generated by the matrix `A` over the time `t`. -/
def evolution (A : Matrix n n ℂ) (t : ℝ) : Matrix n n ℂ :=
  NormedSpace.exp ((-(Complex.I * t)) • A)

/-- The phase `exp(-itE)` acquired at energy `E` over the time `t`. -/
def phase (t E : ℝ) : ℂ := Complex.exp (-(Complex.I * t) * E)

/-- A Hermitian matrix and its propagator have a common full set of eigenvectors, with the
energies and their phases as eigenvalues. -/
theorem exists_common_eigenvectors {A : Matrix n n ℂ} (hA : A.IsHermitian) (t : ℝ) :
    ∃ P : Matrix n n ℂ, IsUnit P ∧
      A * P = P * diagonal (fun i => (hA.eigenvalues i : ℂ)) ∧
      evolution A t * P = P * diagonal (fun i => phase t (hA.eigenvalues i)) := by
  obtain ⟨P, hdet, h⟩ : ∃ P : Matrix n n ℂ, IsUnit P.det ∧
      A * P = P * diagonal (fun i => (hA.eigenvalues i : ℂ)) := by
    refine ⟨hA.eigenvectorUnitary, Matrix.isUnit_det_of_right_inverse
      (Matrix.mem_unitaryGroup_iff.1 hA.eigenvectorUnitary.2), ?_⟩
    ext i j
    have h := congrFun (hA.mulVec_eigenvectorBasis j) i
    simpa [Matrix.mul_apply, Matrix.mulVec, dotProduct, Matrix.mul_diagonal,
      Matrix.IsHermitian.eigenvectorUnitary_apply, mul_comm] using h
  have hP : IsUnit P := (Matrix.isUnit_iff_isUnit_det P).2 hdet
  refine ⟨P, hP, h, ?_⟩
  -- the exponential is taken in the eigenbasis
  have hc : (-(Complex.I * t)) • A =
      P * diagonal (fun i => -(Complex.I * t) * (hA.eigenvalues i : ℂ)) * P⁻¹ := by
    have h1 : P * diagonal (fun i => -(Complex.I * t) * (hA.eigenvalues i : ℂ)) =
        (-(Complex.I * t)) • (A * P) := by
      rw [h]
      ext i j
      simp only [Matrix.mul_diagonal, Matrix.smul_apply, smul_eq_mul]
      ring
    rw [h1, Matrix.smul_mul, Matrix.mul_assoc, Matrix.mul_nonsing_inv _ hdet, Matrix.mul_one]
  rw [evolution, hc, Matrix.exp_conj _ _ hP, Matrix.exp_diagonal, Matrix.mul_assoc,
    Matrix.nonsing_inv_mul _ hdet, Matrix.mul_one]
  congr 2
  funext i
  rw [Pi.exp_apply, phase, Complex.exp_eq_exp_ℂ]

end

end ExistsCommonEigenvectors
```

The compiler's answer:

```
Main.lean:30:4: error: Type mismatch: After simplification, term
  h
 has type
  ∑ x, A i x * (hA.eigenvectorBasis j).ofLp x = ↑(hA.eigenvalues j) * (hA.eigenvectorBasis j).ofLp i
but is expected to have type
  ∑ j_1, A i j_1 * (hA.eigenvectorBasis j).ofLp j_1 =
    ∑ j_1, (hA.eigenvectorBasis j_1).ofLp i * diagonal (fun i => ↑(hA.eigenvalues i)) j_1 j
Main.lean:48:6: error(lean.unknownIdentifier): Unknown identifier `Pi.exp_apply`
Main.lean:23:80: error: unsolved goals
case e_a
n : Type u_1
inst✝¹ : Fintype n
inst✝ : DecidableEq n
A : Matrix n n ℂ
hA : A.IsHermitian
t : ℝ
P : Matrix n n ℂ
hdet : IsUnit P.det
h : A * P = P * diagonal fun i => ↑(hA.eigenvalues i)
hP : IsUnit P
hc : -(Complex.I * ↑t) • A = (P * diagonal fun i => -(Complex.I * ↑t) * ↑(hA.eigenvalues i)) * P⁻¹
i : n
⊢ NormedSpace.exp (fun i => -(Complex.I * ↑t) * ↑(hA.eigenvalues i)) i = phase t (hA.eigenvalues i)
```

The first message shows a sum over entries of `diagonal` left on the right-hand side. The `simpa` call had both `Matrix.mul_apply` and `Matrix.mul_diagonal`, and the former expanded the product with the diagonal matrix into a sum, a form the latter no longer matches. Rewriting with `Matrix.mul_diagonal` beforehand turns that entry into a single product, so `Matrix.mul_apply`, which stays in the `simpa` call, only has `A * P` left to expand.

The second message says that `Pi.exp_apply` is not a known name. The third follows from it: with the rewrite failed, the last goal stayed open, namely that the exponential of a function, evaluated at `i`, is the phase at energy `i`. In the repair, `rw` unfolds `phase` and turns `Complex.exp` into `NormedSpace.exp`. Then `NormedSpace.map_exp` supplies the missing step: evaluation at `i` is a continuous ring homomorphism, so it commutes with the exponential.

This version goes through:

```diff
@@ -28,5 +28,6 @@
     ext i j
     have h := congrFun (hA.mulVec_eigenvectorBasis j) i
-    simpa [Matrix.mul_apply, Matrix.mulVec, dotProduct, Matrix.mul_diagonal,
+    rw [Matrix.mul_diagonal]
+    simpa [Matrix.mul_apply, Matrix.mulVec, dotProduct,
       Matrix.IsHermitian.eigenvectorUnitary_apply, mul_comm] using h
   have hP : IsUnit P := (Matrix.isUnit_iff_isUnit_det P).2 hdet
@@ -46,5 +47,6 @@
   congr 2
   funext i
-  rw [Pi.exp_apply, phase, Complex.exp_eq_exp_ℂ]
+  rw [phase, Complex.exp_eq_exp_ℂ]
+  exact NormedSpace.map_exp (Pi.evalRingHom (fun _ : n => ℂ) i) (continuous_apply i) _
 
 end
```
